# A time-reversal-invariant scatterer with equally fed channels transmits no spin polarization into a single-mode lead

A phase-coherent conductor with strong spin–orbit coupling is attached to a narrow lead that carries one orbital mode, so the lead has just two channels, spin up and spin down. There is no magnet and no magnetic field. Unpolarized electrons arrive through all the other channels, which are fed equally and incoherently, and some of them leave through the narrow lead. The conductor can rotate spins in a complicated way, so I would expect the outgoing current to pick up some polarization. Yet I have been told that it has none, along any axis, whatever the scatterer looks like.

The claim seems to need only flux conservation and time-reversal symmetry. Can it be stated and proved rigorously, with a proof that a machine has checked? I would also like to see whether "one orbital mode" really matters.

## Why the reflection block carries no spin dependence

Let r be the 2×2 matrix of reflection amplitudes in the narrow lead, with rows for the outgoing spin and columns for the incoming spin. Let t be the 2×M matrix of amplitudes that arrive there from the M other channels. If those channels are fed equally and incoherently, the outgoing spin state of the transmitted electrons is proportional to t t†. Its polarization along the Pauli matrix σ_j is Tr(σ_j t t†) / Tr(t t†) whenever anything is transmitted, so the numerator has to vanish.

Flux conservation for the outgoing spin channels reads

r r† + t t† = 1.

For time reversal, let a and b = S a be the incoming and outgoing amplitudes of the full scattering matrix S, with the same spin axis for both and with the orbital part of each outgoing mode chosen as the time reverse of the incoming one. Suppose first that every channel carries ordinary spin. The reversed process has incoming amplitudes iσ_y b̄ and outgoing amplitudes iσ_y ā, where the bar is complex conjugation. The same S must connect them, so S σ_y S̄ = σ_y. With S unitary this becomes

σ_y Sᵀ σ_y = S,

where σ_y acts on the spin of each mode. The reflection block of a single-mode lead obeys the same relation by itself. Number the spin states 0 and 1, and write matrices row by row. With σ_y = [0, −i; i, 0],

σ_y rᵀ = [−i r₀₁, −i r₁₁; i r₀₀, i r₁₀],

σ_y rᵀ σ_y = [r₁₁, −r₀₁; −r₁₀, r₀₀].

Setting this equal to r gives r₀₀ = r₁₁, r₀₁ = −r₀₁ and r₁₀ = −r₁₀. The spin-flip amplitudes are therefore zero, and with c = r₀₀

r = c·1.

Then r r† = |c|²·1, and flux conservation leaves

t t† = (1 − |c|²)·1.

The Pauli matrices are traceless, so

Tr(σ_j t t†) = (1 − |c|²) Tr σ_j = 0.

Individual transmission amplitudes may still flip spins. What is unpolarized is t t†, the incoherent sum of the outgoing spin states over all incoming channels.

Here is the Lean 4 file.

```lean
import Mathlib

open Matrix

namespace SingleModeSpinTransport

noncomputable section

/-- The Pauli matrix `σ_y`. -/
def sigmaY : Matrix (Fin 2) (Fin 2) ℂ := !![0, -Complex.I; Complex.I, 0]

/-- The three Pauli matrices `σ_x, σ_y, σ_z`. -/
def pauli : Fin 3 → Matrix (Fin 2) (Fin 2) ℂ :=
  ![!![0, 1; 1, 0], sigmaY, !![1, 0; 0, -1]]

/-- Time-reversal self-duality `Θ Sᵀ Θ = S` of a scattering matrix `S`,
where `Θ` is the spin matrix of the time-reversal operation. -/
def SelfDual {n : Type*} [Fintype n] (Θ S : Matrix n n ℂ) : Prop :=
  Θ * Sᵀ * Θ = S

/-- The time-reversal dual of a 2×2 spin matrix exchanges the diagonal entries and
changes the sign of the spin-flip entries. -/
theorem sigmaY_dual (r : Matrix (Fin 2) (Fin 2) ℂ) :
    sigmaY * rᵀ * sigmaY = !![r 1 1, -r 0 1; -r 1 0, r 0 0] := by
  have e : rᵀ = !![r 0 0, r 1 0; r 0 1, r 1 1] := by
    ext i j
    fin_cases i <;> fin_cases j <;> rfl
  rw [e, sigmaY, Matrix.mul_fin_two, Matrix.mul_fin_two]
  ext i j
  fin_cases i <;> fin_cases j
  · show (0 * r 0 0 + -Complex.I * r 0 1) * 0
      + (0 * r 1 0 + -Complex.I * r 1 1) * Complex.I = r 1 1
    linear_combination (-(r 1 1)) * Complex.I_mul_I
  · show (0 * r 0 0 + -Complex.I * r 0 1) * -Complex.I
      + (0 * r 1 0 + -Complex.I * r 1 1) * 0 = -r 0 1
    linear_combination (r 0 1) * Complex.I_mul_I
  · show (Complex.I * r 0 0 + 0 * r 0 1) * 0
      + (Complex.I * r 1 0 + 0 * r 1 1) * Complex.I = -r 1 0
    linear_combination (r 1 0) * Complex.I_mul_I
  · show (Complex.I * r 0 0 + 0 * r 0 1) * -Complex.I
      + (Complex.I * r 1 0 + 0 * r 1 1) * 0 = r 0 0
    linear_combination (-(r 0 0)) * Complex.I_mul_I

/-- A 2×2 reflection matrix is self-dual under time reversal exactly when it is a
multiple of the identity in spin space. -/
theorem selfDual_iff_scalar (r : Matrix (Fin 2) (Fin 2) ℂ) :
    SelfDual sigmaY r ↔ ∃ c : ℂ, r = c • (1 : Matrix (Fin 2) (Fin 2) ℂ) := by
  rw [SelfDual, sigmaY_dual]
  constructor
  · intro h
    -- spin-flip reflection equals its own negative, hence vanishes
    have h00 : r 1 1 = r 0 0 := congrFun (congrFun h 0) 0
    have h01 : -r 0 1 = r 0 1 := congrFun (congrFun h 0) 1
    have h10 : -r 1 0 = r 1 0 := congrFun (congrFun h 1) 0
    have z01 : r 0 1 = 0 := by linear_combination (-1 / 2) * h01
    have z10 : r 1 0 = 0 := by linear_combination (-1 / 2) * h10
    refine ⟨r 0 0, ?_⟩
    ext i j
    fin_cases i <;> fin_cases j <;> simp [h00, z01, z10]
  · rintro ⟨c, rfl⟩
    ext i j
    fin_cases i <;> fin_cases j <;> simp

/-- Every Pauli matrix is traceless. -/
theorem trace_pauli (j : Fin 3) : (pauli j).trace = 0 := by
  fin_cases j <;> simp [pauli, sigmaY, Matrix.trace_fin_two]

/-- In a single-mode lead with flux conservation and time-reversal symmetry, reflection is `c · 1`,
`t t†` is `(1 - |c|²) · 1`, and the trace of `t t†` with each Pauli matrix vanishes. -/
theorem no_spin_polarization {κ : Type*} [Fintype κ]
    (r : Matrix (Fin 2) (Fin 2) ℂ) (t : Matrix (Fin 2) κ ℂ)
    (hflux : r * rᴴ + t * tᴴ = 1) (hT : SelfDual sigmaY r) :
    ∃ c : ℂ, r = c • (1 : Matrix (Fin 2) (Fin 2) ℂ) ∧
      t * tᴴ = ((1 - ‖c‖ ^ 2 : ℝ) : ℂ) • (1 : Matrix (Fin 2) (Fin 2) ℂ) ∧
      ∀ j, (pauli j * (t * tᴴ)).trace = 0 := by
  obtain ⟨c, rfl⟩ := (selfDual_iff_scalar r).1 hT
  have hc : c * star c = ((‖c‖ ^ 2 : ℝ) : ℂ) := by
    rw [← Complex.normSq_eq_norm_sq]
    exact Complex.mul_conj c
  have hr : (c • (1 : Matrix (Fin 2) (Fin 2) ℂ)) * (c • (1 : Matrix (Fin 2) (Fin 2) ℂ))ᴴ
      = ((‖c‖ ^ 2 : ℝ) : ℂ) • (1 : Matrix (Fin 2) (Fin 2) ℂ) := by
    rw [Matrix.conjTranspose_smul, Matrix.conjTranspose_one, Matrix.smul_mul,
      Matrix.mul_smul, Matrix.mul_one, smul_smul, hc]
  -- flux conservation fixes the transmitted part
  have ht : t * tᴴ = ((1 - ‖c‖ ^ 2 : ℝ) : ℂ) • (1 : Matrix (Fin 2) (Fin 2) ℂ) := by
    rw [hr] at hflux
    push_cast at hflux ⊢
    linear_combination (norm := module) hflux
  refine ⟨c, rfl, ht, fun j => ?_⟩
  rw [ht, Matrix.mul_smul, Matrix.mul_one, Matrix.trace_smul, trace_pauli, smul_zero]

/-- Unitarity of a two-terminal scattering matrix, written out for its reflection and
transmission blocks. -/
theorem unitary_blocks {m n : Type*} [Fintype m] [Fintype n] [DecidableEq m] [DecidableEq n]
    (r : Matrix m m ℂ) (t : Matrix m n ℂ) (t' : Matrix n m ℂ) (r' : Matrix n n ℂ) :
    fromBlocks r t t' r' * (fromBlocks r t t' r')ᴴ = 1 ↔
      r * rᴴ + t * tᴴ = 1 ∧ r * t'ᴴ + t * r'ᴴ = 0 ∧
      t' * rᴴ + r' * tᴴ = 0 ∧ t' * t'ᴴ + r' * r'ᴴ = 1 := by
  rw [fromBlocks_conjTranspose, fromBlocks_multiply, ← fromBlocks_one, fromBlocks_inj]

/-- Self-duality of a two-terminal scattering matrix, written out for its blocks: each
reflection block is self-dual and the two transmission blocks are dual to each other. -/
theorem selfDual_blocks {m n : Type*} [Fintype m] [Fintype n]
    (Θ r : Matrix m m ℂ) (t : Matrix m n ℂ) (t' : Matrix n m ℂ) (J r' : Matrix n n ℂ) :
    SelfDual (fromBlocks Θ 0 0 J) (fromBlocks r t t' r') ↔
      Θ * rᵀ * Θ = r ∧ Θ * t'ᵀ * J = t ∧ J * tᵀ * Θ = t' ∧ J * r'ᵀ * J = r' := by
  rw [SelfDual, fromBlocks_transpose, fromBlocks_multiply, fromBlocks_multiply,
    fromBlocks_inj]
  simp only [Matrix.zero_mul, Matrix.mul_zero, add_zero, zero_add]

/-- For a unitary, self-dual scattering matrix, the current transmitted into a single-mode lead from
all other channels, fed equally and incoherently, has no spin polarization along x, y or z. -/
theorem scattering_no_spin_polarization {κ : Type*} [Fintype κ] [DecidableEq κ]
    (r : Matrix (Fin 2) (Fin 2) ℂ) (t : Matrix (Fin 2) κ ℂ)
    (t' : Matrix κ (Fin 2) ℂ) (J r' : Matrix κ κ ℂ)
    (hU : fromBlocks r t t' r' * (fromBlocks r t t' r')ᴴ = 1)
    (hT : SelfDual (fromBlocks sigmaY 0 0 J) (fromBlocks r t t' r')) (j : Fin 3) :
    (pauli j * (t * tᴴ)).trace = 0 := by
  obtain ⟨_, _, _, h⟩ := no_spin_polarization r t ((unitary_blocks r t t' r').1 hU).1
    ((selfDual_blocks sigmaY r t t' J r').1 hT).1
  exact h j

/-- A scatterer between two single-mode leads with reflection amplitudes `3/5` and `-3/5`, whose
transmission exchanges spin up and spin down, is unitary and self-dual. -/
theorem scattering_witness :
    let S := fromBlocks !![(3 / 5 : ℂ), 0; 0, 3 / 5] !![0, 4 / 5; -(4 / 5), 0]
      !![0, -(4 / 5); 4 / 5, 0] !![-(3 / 5), 0; 0, -(3 / 5)]
    S * Sᴴ = 1 ∧ SelfDual (fromBlocks sigmaY 0 0 sigmaY) S := by
  intro S
  refine ⟨(unitary_blocks _ _ _ _).2 ⟨?_, ?_, ?_, ?_⟩,
    (selfDual_blocks _ _ _ _ _ _).2 ⟨?_, ?_, ?_, ?_⟩⟩
  all_goals
    try rw [sigmaY_dual]
    ext i j
    try simp only [Matrix.add_apply, Matrix.mul_apply, Matrix.conjTranspose_apply,
      Fin.sum_univ_two]
    fin_cases i <;> fin_cases j <;> simp <;> norm_num

/-- `σ_y` acting on the spin of a lead with two orbital modes, in the channel order
`1↑, 1↓, 2↑, 2↓`. -/
def sigmaY₂ : Matrix (Fin 4) (Fin 4) ℂ :=
  !![0, -Complex.I, 0, 0; Complex.I, 0, 0, 0; 0, 0, 0, -Complex.I; 0, 0, Complex.I, 0]

/-- Reflection that turns spin down into spin up while exchanging the two modes. -/
def rUp : Matrix (Fin 4) (Fin 4) ℂ := !![0, 0, 0, 1; 0, 0, 0, 0; 0, -1, 0, 0; 0, 0, 0, 0]

/-- Reflection that turns spin up into spin down while exchanging the two modes. -/
def rDown : Matrix (Fin 4) (Fin 4) ℂ := !![0, 0, 0, 0; 0, 0, 1, 0; 0, 0, 0, 0; -1, 0, 0, 0]

/-- Transmission of spin up only, in both modes. -/
def tUp : Matrix (Fin 4) (Fin 4) ℂ := !![1, 0, 0, 0; 0, 0, 0, 0; 0, 0, 1, 0; 0, 0, 0, 0]

/-- Transmission of spin down only, in both modes. -/
def tDown : Matrix (Fin 4) (Fin 4) ℂ := !![0, 0, 0, 0; 0, 1, 0, 0; 0, 0, 0, 0; 0, 0, 0, 1]

set_option maxHeartbeats 400000 in
/-- With two orbital modes per lead, a unitary and self-dual scattering matrix can
transmit a spin-polarized current: here `Tr(σ_z t t†) = -2`. -/
theorem two_mode_polarization :
    fromBlocks rUp tDown tUp rDown * (fromBlocks rUp tDown tUp rDown)ᴴ = 1 ∧
    SelfDual (fromBlocks sigmaY₂ 0 0 sigmaY₂) (fromBlocks rUp tDown tUp rDown) ∧
    (Matrix.diagonal ![1, -1, 1, -1] * (tDown * tDownᴴ)).trace = -2 := by
  have htr : (Matrix.diagonal ![1, -1, 1, -1] * (tDown * tDownᴴ)).trace = -2 := by
    simp only [Matrix.trace, Matrix.diag_apply, Matrix.diagonal_mul]
    simp only [Matrix.mul_apply, Matrix.conjTranspose_apply, Fin.sum_univ_four]
    simp [tDown]
    norm_num
  refine ⟨(unitary_blocks _ _ _ _).2 ⟨?_, ?_, ?_, ?_⟩,
    (selfDual_blocks _ _ _ _ _ _).2 ⟨?_, ?_, ?_, ?_⟩, htr⟩
  -- the block identities are checked entry by entry
  all_goals
    ext i j
    simp only [Matrix.add_apply, Matrix.mul_apply, Matrix.conjTranspose_apply,
      Matrix.transpose_apply, Fin.sum_univ_four]
    fin_cases i <;> fin_cases j <;>
      simp [rUp, rDown, tUp, tDown, sigmaY₂]

end

end SingleModeSpinTransport
```

```lean
#print axioms SingleModeSpinTransport.scattering_no_spin_polarization
#print axioms SingleModeSpinTransport.two_mode_polarization
```

```
'SingleModeSpinTransport.scattering_no_spin_polarization' depends on axioms: [propext, Classical.choice, Quot.sound]
'SingleModeSpinTransport.two_mode_polarization' depends on axioms: [propext, Classical.choice, Quot.sound]
```

## What the theorems say about the scatterer

`no_spin_polarization` is the claim for r and t alone. The type `Fin 2` labels the spin states of the lead, and the finite type `κ` labels all other channels, with no condition on their number. Even an empty `κ` is allowed: nothing is transmitted and |c| = 1. The hypothesis `hflux` is flux conservation, and `hT` is time-reversal symmetry of the reflection block. The conclusion supplies a complex number c with r = c·1 and t t† = (1 − |c|²)·1, and states that the trace vanishes for each `pauli j`, where j = 0, 1, 2 stands for x, y, z. By linearity the polarization vanishes along every other axis too.

`scattering_no_spin_polarization` starts from the whole scattering matrix,

S = [r, t; t′, r′],

where t′ describes transmission out of the lead and r′ scattering among the other channels. Its hypotheses are S S† = 1 and `SelfDual`, which means Θ Sᵀ Θ = S. The matrix Θ is block diagonal, with σ_y on the lead and a matrix `J` on the rest. Nothing is assumed about `J` beyond this relation, so the other channels need not be organized as ordinary spin pairs.

Unitarity and self-duality are assumed here and not derived from a Hamiltonian. They stand for elastic, phase-coherent scattering of non-interacting electrons without magnetism, at one energy and with finitely many open channels. The form of Θ also fixes a convention: incoming and outgoing states in the lead use the same spin basis, their orbital parts are time reverses of each other, and spin is a good label there.

Within this non-interacting, single-energy model, the result rules out a spin–orbit scatterer as a spin filter for a single-mode lead when all other channels are biased alike. In a transport simulation of that situation, a clearly nonzero polarization means that an assumption is violated, for example by a broken symmetry or a missing channel, or that the calculation contains a numerical error.

## How the proof follows the matrix algebra

`sigmaY_dual` is the explicit product σ_y rᵀ σ_y. After the matrices are multiplied out, each of the four entries is closed by `linear_combination` with i·i = −1.

`selfDual_iff_scalar` compares that product with r entry by entry. The hypotheses `h01` and `h10` say that each spin-flip amplitude equals its own negative, and `z01` and `z10` conclude that both vanish. The lemma also proves the converse: every scalar reflection matrix is self-dual.

In `no_spin_polarization`, this lemma replaces r by c·1. The step `hr` computes r r† = |c|²·1, and `ht` subtracts it from the flux identity. The last line takes the scalar out of the trace and uses `trace_pauli`.

`unitary_blocks` and `selfDual_blocks` split the conditions on S into four block equations each, for blocks of any finite size. The theorem for the full S needs only the first equation of each set: r r† + t t† = 1 and σ_y rᵀ σ_y = r.

`scattering_witness` gives a concrete scatterer between two single-mode leads. Its reflection amplitude is 3/5 in the first lead, and transmission turns spin up into spin down and spin down into spin up, with amplitudes ±4/5. Here t t† = (16/25)·1, in agreement with 1 − (3/5)². The proof feeds the eight block equations to the two splitting lemmas and checks them entry by entry.

## Two orbital modes allow full polarization

The number of modes does matter. `two_mode_polarization` exhibits a unitary, self-dual S for two leads with two orbital modes each. In the first lead, incoming spin-down electrons are reflected as spin up into the other mode, while incoming spin-up electrons pass through. From the second lead only spin-down electrons are transmitted into the first. The theorem gives

Tr(σ_z t t†) = −2,

with σ_z acting on the spin of both modes. Since Tr(t t†) = 2, the normalized polarization is −1: the transmitted current is completely spin-down.

Time reversal permits this because it relates the spin-flip amplitude from mode 2 to mode 1 to minus the one from mode 1 to mode 2. These are the entries 1 and −1 of `rUp`. With a single mode the two amplitudes are the same number, which must then be zero. The proof has the same structure as the one for the witness, with 4×4 blocks.

## Losing time reversal or part of the flux

Without time-reversal symmetry, a spin filter is a counterexample. With M = 2, take

r = [1, 0; 0, 0],  t = [0, 0; 0, 1].

Flux is conserved, since r r† + t t† = 1, but r₀₀ ≠ r₁₁. Spin up is reflected and spin down transmitted, so Tr(σ_z t t†) = −1.

Without the flux condition, take r = 0 and let t be the single column (1, 0)ᵀ. The reflection block is self-dual, yet Tr(σ_z t t†) = 1. This is what happens when a perfectly transmitting lead is fed with spin-up electrons only and the spin-down channel is left out of t. For the same reason, the result does not cover a device with several other terminals of which only one is biased: t must include every channel outside the narrow lead.

## Injected spin does not affect the total transmission probability

The same argument also works for electrons sent out of the narrow lead, although the file contains no theorem about that direction. A finite square matrix with S S† = 1 also satisfies S† S = 1, whose first block is

r† r + t′† t′ = 1.

With r = c·1 this gives t′† t′ = (1 − |c|²)·1. An electron injected from the single-mode lead in any normalized spin state χ is therefore transmitted with total probability

χ† t′† t′ χ = 1 − |c|²,

which is the same for every χ.
